# At fixed energy above the gap, the Dirac Landau fan has zero intercept, although the Berry phase depends on the gap

A two-dimensional Dirac material sits in a magnetic field, with its Fermi energy held at E. As the field b is swept, Landau levels pass through E one by one. Plotting their index n against 1/b gives a straight line of the Landau fan, and its intercept is often read as a Berry phase. If the electron has a mass term D, which opens a gap 2|D|, its Berry phase depends on D/E. Does the intercept depend on it too?

For non-interacting electrons at fixed E > |D|, it does not. A zero intercept therefore cannot distinguish a gapped Dirac band from a gapless one in this model.

## The Landau block and the semiclassical orbit

In units ħ = e = 1, with v the Dirac velocity, the n-th Landau block is the real matrix with rows (D, w) and (w, −D), where

w = v√(2bn).

This block is the starting point; its derivation from the Dirac operator in a field is assumed. `IsLevel` says that E has a nonzero eigenvector x = (x₀, x₁).

```lean
import Mathlib

open Matrix
open scoped Real

namespace DiracLandauFan

noncomputable section

variable {D v b k E : ℝ} {n : ℕ}

/-- The `n`-th Landau block of a Dirac electron with mass term `D`, velocity `v`
and field `b ≥ 0`. -/
def landauBlock (D v b : ℝ) (n : ℕ) : Matrix (Fin 2) (Fin 2) ℝ :=
  !![D, v * √(2 * b * n); v * √(2 * b * n), -D]

/-- `E` is an eigenvalue of the `n`-th Landau block. -/
def IsLevel (D v b E : ℝ) (n : ℕ) : Prop :=
  ∃ x : Fin 2 → ℝ, x ≠ 0 ∧ landauBlock D v b n *ᵥ x = E • x
```

The candidate slope of the fan is the frequency

F = (E² − D²)/(2v²).

```lean
/-- The fan frequency `F = (E² - D²) / (2v²)`, for `v ≠ 0`. -/
def fanFrequency (D v E : ℝ) : ℝ := (E ^ 2 - D ^ 2) / (2 * v ^ 2)
```

The semiclassical description uses the zero-field Hamiltonian on a circle of momentum radius k, with angle θ. `spinor` is the unnormalised state

u(θ) = (E + D, vk e^{iθ}).

`berryPhase` divides by u†u, which takes care of normalisation. Its sign corresponds to a loop traversed towards decreasing θ. Multiplying u by e^{imθ}, with m an integer, would shift the phase by a multiple of 2π and renumber the levels.

```lean
/-- The zero-field Dirac Hamiltonian at momentum `k (cos θ, sin θ)`. -/
def bloch (D v k θ : ℝ) : Matrix (Fin 2) (Fin 2) ℂ :=
  !![(D : ℂ), v * k * Complex.exp (-(θ * Complex.I));
    v * k * Complex.exp (θ * Complex.I), -(D : ℂ)]

/-- An unnormalised spinor along the circular orbit of radius `k`. -/
def spinor (D v k E θ : ℝ) : Fin 2 → ℂ :=
  ![(E : ℂ) + D, v * k * Complex.exp (θ * Complex.I)]

/-- The Berry phase of a smooth loop of nonvanishing spinors, traversed from
`θ = 2π` down to `θ = 0`. -/
def berryPhase (u : ℝ → Fin 2 → ℂ) : ℝ :=
  ∫ θ in (0 : ℝ)..(2 * π), (star (u θ) ⬝ᵥ deriv u θ).im / (star (u θ) ⬝ᵥ u θ).re
```

Onsager's rule relates the orbit area A to the field and a phase Γ. It is a definition here, and with Γ set to the Berry phase it omits the orbital magnetic moment.

```lean
/-- Onsager's rule for an orbit of momentum-space area `A` and phase `Γ`. -/
def OnsagerRule (A Γ b : ℝ) (n : ℕ) : Prop :=
  A = 2 * π * b * (n + 1 / 2 - Γ / (2 * π))
```

## The field strength: b ≥ 0

In the block, b is the strength of the field; for n ≥ 1, reversing the field gives the same block in a suitable basis. By hand, the eigenvalue equations are

D x₀ + w x₁ = E x₀

w x₀ − D x₁ = E x₁.

Eliminating either component gives

(E² − D² − w²) x₀ = 0 and (E² − D² − w²) x₁ = 0.

Since x is nonzero, E² = D² + w². Conversely, if this holds and E + D ≠ 0, then (E + D, w) is an eigenvector. If E + D = 0, then w = 0 and (0, 1) is one. The hypothesis enters through w² = 2v²bn, which yields

E² = D² + 2v²bn.

In the proof, `hw` is that square, `k0` and `k1` are the two eliminated equations, and `by_cases hs` separates the two eigenvectors. For b < 0, v ≠ 0 and n ≥ 1 the equivalence fails: Lean's square root of a negative number is 0, so the block keeps the eigenvalues ±D.

```lean
/-- For `b ≥ 0`, the eigenvalues of the `n`-th block are the solutions of
`E² = D² + 2v²bn`. -/
theorem isLevel_iff (hb : 0 ≤ b) :
    IsLevel D v b E n ↔ E ^ 2 = D ^ 2 + 2 * v ^ 2 * b * n := by
  have hw : (v * √(2 * b * n)) ^ 2 = 2 * v ^ 2 * b * n := by
    rw [mul_pow, Real.sq_sqrt (by positivity)]; ring
  unfold IsLevel landauBlock
  generalize v * √(2 * b * n) = w at hw ⊢
  constructor
  · rintro ⟨x, hx, h⟩
    have h0 := congrFun h 0
    have h1 := congrFun h 1
    simp [Matrix.mulVec, dotProduct, Fin.sum_univ_two] at h0 h1
    -- eliminating one component leaves the secular equation times the other
    have k0 : (E ^ 2 - D ^ 2 - w ^ 2) * x 0 = 0 := by
      linear_combination -(E + D) * h0 - w * h1
    have k1 : (E ^ 2 - D ^ 2 - w ^ 2) * x 1 = 0 := by
      linear_combination -(E - D) * h1 - w * h0
    by_contra hne
    have hc : E ^ 2 - D ^ 2 - w ^ 2 ≠ 0 := fun h => hne (by linarith)
    apply hx
    ext i
    fin_cases i
    · exact (mul_eq_zero.mp k0).resolve_left hc
    · exact (mul_eq_zero.mp k1).resolve_left hc
  · intro h
    by_cases hs : E + D = 0
    · have hw2 : w ^ 2 = 0 := by linear_combination hw - h + (E - D) * hs
      have hw0 : w = 0 := (pow_eq_zero_iff two_ne_zero).mp hw2
      refine ⟨![0, 1], fun h => by simpa using congrFun h 1, ?_⟩
      ext i
      fin_cases i
      · simp [Matrix.mulVec, dotProduct, Fin.sum_univ_two, hw0]
      · simp [Matrix.mulVec, dotProduct, Fin.sum_univ_two, hw0]
        linarith
    · refine ⟨![E + D, w], fun h0 => hs (by simpa using congrFun h0 0), ?_⟩
      ext i
      fin_cases i
      · simp [Matrix.mulVec, dotProduct, Fin.sum_univ_two]
        linear_combination hw - h
      · simp [Matrix.mulVec, dotProduct, Fin.sum_univ_two]
        ring
```

## A moving electron above the band edge: v ≠ 0 and E > |D|

A nonzero v means that the bands disperse, and E > |D| places the Fermi energy in the upper band. Together they make F positive. Dividing E² − D² = 2v²bn by 2v² gives F = bn, and dividing by bF, with b > 0, gives

1/b = n/F.

`landau_fan` states both the positivity and this equivalence. Its proof clears the denominators with `div_eq_div_iff` and compares the result with `isLevel_iff`, using `key` for the definition of F.

At v = 0 the block has energies ±D at every field, so no level reaches E and there is no fan. At E = |D|, F vanishes, so the strict inequality is needed for positivity. The level equation contains only E², and the same algebra would serve the lower band E < −|D|.

```lean
/-- For `v ≠ 0`, `b > 0` and `E > |D|`, the fan frequency is positive and `E` is a
level of the `n`-th block exactly when `1/b = n/F`. -/
theorem landau_fan (hv : v ≠ 0) (hb : 0 < b) (hE : |D| < E) :
    0 < fanFrequency D v E ∧
      (IsLevel D v b E n ↔ 1 / b = n / fanFrequency D v E) := by
  have hsq : D ^ 2 < E ^ 2 := sq_lt_sq.mpr (hE.trans_le (le_abs_self E))
  have hv2 : 2 * v ^ 2 ≠ 0 := by positivity
  have hF : 0 < fanFrequency D v E := div_pos (by linarith) (by positivity)
  have key : fanFrequency D v E * (2 * v ^ 2) = E ^ 2 - D ^ 2 :=
    div_mul_cancel₀ _ hv2
  refine ⟨hF, ?_⟩
  rw [isLevel_iff hb.le, div_eq_div_iff hb.ne' hF.ne']
  constructor
  · intro h
    apply mul_right_cancel₀ hv2
    linear_combination key + h
  · intro h
    linear_combination 2 * v ^ 2 * h - key
```

## A level that moves with the field: n ≥ 1

For n ≥ 1 the level energy changes with b. Suppose that a fan F/b = n + γ, with a constant offset γ and hence the intercept −γ when n is plotted against 1/b, reproduces the level condition at every b > 0. At b = F/n the energy E is a level, so

n = n + γ,

and γ = 0. Conversely, γ = 0 gives F/b = n, which is the exact condition. The proof of `fan_intercept` tests the same field; n ≥ 1 makes it well defined and positive. One index is enough to fix γ.

For n = 0 the block has energies ±D only, so E > |D| is never a level. Every γ ≤ 0 then reproduces this absence, and the intercept is not determined. (A single Dirac valley has just one of the two n = 0 states; the difference plays no role above the band edge.)

```lean
/-- For `v ≠ 0`, `E > |D|` and `n ≥ 1`, a fan `F/b = n + γ` gives the exact level condition at all
fields `b > 0` exactly when its offset `γ` is zero. -/
theorem fan_intercept (hv : v ≠ 0) (hE : |D| < E) (hn : 1 ≤ n) (γ : ℝ) :
    (∀ b, 0 < b → (IsLevel D v b E n ↔ fanFrequency D v E / b = n + γ)) ↔ γ = 0 := by
  have hF : 0 < fanFrequency D v E := (landau_fan (n := n) hv one_pos hE).1
  have hF0 := hF.ne'
  have hn' : (0 : ℝ) < n := by exact_mod_cast hn
  constructor
  · intro h
    -- test the fan at the exact resonance b = F/n
    have hb : 0 < fanFrequency D v E / n := div_pos hF hn'
    have hl := (h _ hb).mp ((landau_fan hv hb hE).2.mpr (one_div_div _ _))
    have e : fanFrequency D v E / (fanFrequency D v E / n) = n := by field_simp
    linarith
  · rintro rfl b hb
    rw [(landau_fan hv hb hE).2, add_zero, div_eq_div_iff hb.ne' hF0,
      div_eq_iff hb.ne', one_mul]
```

## An orbit at the Fermi energy: E² = D² + (vk)²

This condition ties k to E, so that the circle is the constant-energy contour. Acting with the Hamiltonian on u gives the first component

D(E + D) + (vk)² = E(E + D),

where the energy condition is used, and the second component

vk e^{iθ}(E + D) − D vk e^{iθ} = E vk e^{iθ}.

Thus u is an eigenvector; it is nonzero because E + D > 0. `spinor_eigen` checks the two components in this way, with `he` expressing e^{−iθ}e^{iθ} = 1. Off the energy shell, with E > |D|, the first equation fails and u is not an eigenvector with energy E.

```lean
/-- On the energy shell `E² = D² + (vk)²` with `E > |D|`, the orbit spinor is a
nonzero eigenvector of the Dirac Hamiltonian with energy `E`. -/
theorem spinor_eigen (hE : |D| < E) (hk : E ^ 2 = D ^ 2 + (v * k) ^ 2) (θ : ℝ) :
    spinor D v k E θ ≠ 0 ∧
      bloch D v k θ *ᵥ spinor D v k E θ = (E : ℂ) • spinor D v k E θ := by
  have hs : E + D ≠ 0 := by linarith [neg_abs_le D]
  have hsC : (E : ℂ) + D ≠ 0 := by exact_mod_cast hs
  have hkC : (E : ℂ) ^ 2 = D ^ 2 + (v * k) ^ 2 := by exact_mod_cast hk
  have he : Complex.exp (-(θ * Complex.I)) * Complex.exp (θ * Complex.I) = 1 := by
    rw [← Complex.exp_add, neg_add_cancel, Complex.exp_zero]
  refine ⟨fun h => hsC (congrFun h 0), ?_⟩
  simp only [bloch, spinor]
  generalize Complex.exp (-(θ * Complex.I)) = p at he ⊢
  generalize Complex.exp (θ * Complex.I) = q at he ⊢
  ext i
  fin_cases i
  · simp [Matrix.mulVec, dotProduct, Fin.sum_univ_two]
    linear_combination ((v : ℂ) * k) ^ 2 * he - hkC
  · simp [Matrix.mulVec, dotProduct, Fin.sum_univ_two]
    ring
```

For the Berry phase, u′ = (0, i vk e^{iθ}), so

u†u′ = i(vk)²

u†u = (E + D)² + (vk)² = 2E(E + D).

The normalised spinor is u/√(2E(E + D)). The connection is

(vk)²/(2E(E + D)) = (E − D)/(2E) = (1 − D/E)/2,

independent of θ. Integration over 2π gives

Γ = π(1 − D/E).

In the proof, `hd` is the derivative, `hA` and `hB` are the two products, and `hc` is the constant connection. The bound E > |D| keeps the denominator nonzero. At E = |D| with D ≤ 0, the spinor vanishes and carries no phase.

```lean
/-- On the energy shell with `E > |D|`, the Berry phase of the orbit is
`π (1 - D/E)`. -/
theorem berryPhase_orbit (hE : |D| < E) (hk : E ^ 2 = D ^ 2 + (v * k) ^ 2) :
    berryPhase (spinor D v k E) = π * (1 - D / E) := by
  have hE0 : E ≠ 0 := ((abs_nonneg D).trans_lt hE).ne'
  have hs : E + D ≠ 0 := by linarith [neg_abs_le D]
  -- the Berry connection is constant along the orbit
  have hc : ∀ θ : ℝ, (star (spinor D v k E θ) ⬝ᵥ deriv (spinor D v k E) θ).im /
      (star (spinor D v k E θ) ⬝ᵥ spinor D v k E θ).re = (1 - D / E) / 2 := by
    intro θ
    have hd : HasDerivAt (spinor D v k E)
        ![0, (v : ℂ) * k * (Complex.exp (θ * Complex.I) * Complex.I)] θ := by
      rw [hasDerivAt_pi]
      intro i
      fin_cases i
      · exact hasDerivAt_const θ ((E : ℂ) + D)
      · have h1 : HasDerivAt (fun t : ℝ => (t : ℂ) * Complex.I) Complex.I θ := by
          simpa using (HasDerivAt.ofReal_comp (hasDerivAt_id θ)).mul_const Complex.I
        exact h1.cexp.const_mul ((v : ℂ) * k)
    have hq : starRingEnd ℂ (Complex.exp (θ * Complex.I)) *
        Complex.exp (θ * Complex.I) = 1 := by
      rw [mul_comm, Complex.mul_conj, Complex.normSq_eq_norm_sq,
        Complex.norm_exp_ofReal_mul_I]
      simp
    rw [hd.deriv]
    simp only [spinor]
    generalize Complex.exp (θ * Complex.I) = q at hq ⊢
    have hA : star ![(E : ℂ) + D, v * k * q] ⬝ᵥ ![0, (v : ℂ) * k * (q * Complex.I)]
        = (((v * k) ^ 2 : ℝ) : ℂ) * Complex.I := by
      simp [dotProduct, Fin.sum_univ_two]
      linear_combination ((v : ℂ) * k) ^ 2 * Complex.I * hq
    have hB : star ![(E : ℂ) + D, v * k * q] ⬝ᵥ ![(E : ℂ) + D, v * k * q]
        = (((E + D) ^ 2 + (v * k) ^ 2 : ℝ) : ℂ) := by
      simp [dotProduct, Fin.sum_univ_two]
      linear_combination ((v : ℂ) * k) ^ 2 * hq
    have hden : (E + D) ^ 2 + (v * k) ^ 2 = 2 * E * (E + D) := by
      linear_combination -hk
    have hr : D / E * E = D := div_mul_cancel₀ D hE0
    rw [hA, hB, Complex.im_ofReal_mul, Complex.ofReal_re, Complex.I_im, mul_one,
      hden, div_eq_iff (mul_ne_zero (mul_ne_zero two_ne_zero hE0) hs)]
    generalize D / E = r at hr ⊢
    linear_combination (E + D) * hr - hk
  unfold berryPhase
  simp only [hc]
  rw [intervalIntegral.integral_const, smul_eq_mul]
  ring
```

## The Berry phase as the only correction

The orbit has area πk², and the energy condition gives k² = 2F. Onsager's rule then reads

πk² = 2πb(n + 1/2 − Γ/(2π)).

Dividing by 2πb and inserting Γ,

F/b = n + 1/2 − (1 − D/E)/2 = n + D/(2E).

The sign of this offset belongs to the orbit direction chosen in `berryPhase`. Reversing the field reverses the orbit and the sign of Γ, and the offset becomes −D/(2E) up to an integer.

`berry_offset` follows the lines above through `hF` and `hphase`. It needs no separate hypothesis v ≠ 0, since v = 0 on the energy shell would force E² = D².

```lean
/-- For `b > 0` and `E > |D|` on the energy shell, Onsager's rule with the Berry
phase alone reads `F/b = n + D/(2E)`. -/
theorem berry_offset (hb : 0 < b) (hE : |D| < E)
    (hk : E ^ 2 = D ^ 2 + (v * k) ^ 2) :
    OnsagerRule (π * k ^ 2) (berryPhase (spinor D v k E)) b n ↔
      fanFrequency D v E / b = n + D / (2 * E) := by
  have hE0 : E ≠ 0 := ((abs_nonneg D).trans_lt hE).ne'
  have hsq : D ^ 2 < E ^ 2 := sq_lt_sq.mpr (hE.trans_le (le_abs_self E))
  have hv : v ≠ 0 := by
    rintro rfl
    have : E ^ 2 = D ^ 2 := by linear_combination hk
    linarith
  have hpi : 2 * π ≠ 0 := by positivity
  -- the frequency is the orbit area divided by 2π
  have hF : fanFrequency D v E = k ^ 2 / 2 := by
    rw [fanFrequency, div_eq_div_iff (by positivity) two_ne_zero]
    linear_combination 2 * hk
  have hphase : (n : ℝ) + 1 / 2 - π * (1 - D / E) / (2 * π) = n + D / (2 * E) := by
    have h : π * (1 - D / E) / (2 * π) = (1 - D / E) / 2 := by
      rw [div_eq_div_iff hpi two_ne_zero]; ring
    rw [h]; ring
  rw [OnsagerRule, berryPhase_orbit hE hk, hphase, div_eq_iff hb.ne', hF]
  constructor
  · intro h
    apply mul_left_cancel₀ hpi
    linear_combination h
  · intro h
    linear_combination 2 * π * h
```

`berry_only_exact_iff` applies `fan_intercept` with γ = D/(2E): for n ≥ 1, the rule and the exact levels agree at all fields exactly when D = 0. The quantifier over b matters, because at a field where neither condition holds they agree trivially. With n = 0 the two would also agree for every D < 0, as neither then gives a level above the band edge.

The exact fan corresponds to a total phase π, which is the Berry phase plus πD/E. Semiclassical theory assigns this remainder to the orbital moment, an interpretation that the theorems leave open.

```lean
/-- For `n ≥ 1` and `E > |D|` on the energy shell, Onsager's rule with the Berry
phase alone gives the exact level condition at all fields `b > 0` exactly when
`D = 0`. -/
theorem berry_only_exact_iff (hE : |D| < E) (hk : E ^ 2 = D ^ 2 + (v * k) ^ 2)
    (hn : 1 ≤ n) :
    (∀ b, 0 < b → (IsLevel D v b E n ↔
      OnsagerRule (π * k ^ 2) (berryPhase (spinor D v k E)) b n)) ↔ D = 0 := by
  have hE0 : E ≠ 0 := ((abs_nonneg D).trans_lt hE).ne'
  have hsq : D ^ 2 < E ^ 2 := sq_lt_sq.mpr (hE.trans_le (le_abs_self E))
  have hv : v ≠ 0 := by
    rintro rfl
    have : E ^ 2 = D ^ 2 := by linear_combination hk
    linarith
  have h1 : (D / (2 * E) = 0) ↔ D = 0 := by
    rw [div_eq_zero_iff]
    exact or_iff_left (mul_ne_zero two_ne_zero hE0)
  rw [← h1, ← fan_intercept hv hE hn (D / (2 * E))]
  exact forall₂_congr fun b hb => by rw [berry_offset hb hE hk]

end

end DiracLandauFan
```

```lean
#print axioms DiracLandauFan.spinor_eigen
#print axioms DiracLandauFan.berryPhase_orbit
#print axioms DiracLandauFan.berry_only_exact_iff
```

```
'DiracLandauFan.spinor_eigen' depends on axioms: [propext, Classical.choice, Quot.sound]
'DiracLandauFan.berryPhase_orbit' depends on axioms: [propext, Classical.choice, Quot.sound]
'DiracLandauFan.berry_only_exact_iff' depends on axioms: [propext, Classical.choice, Quot.sound]
```

## One gapped example and two limits

Take v = 1, D = 3 and E = 5. Then k = 4 and F = (25 − 9)/2 = 8. The exact n = 1 level reaches E at b = 8, where w = 4. The block with rows (3, 4) and (4, −3) indeed has the normalised eigenvector (2, 1)/√5 with energy 5. The Berry phase is 2π/5 and the predicted offset 3/10, so Onsager's rule with this phase alone puts the crossing at b = 8/1.3 ≈ 6.15.

For D = 0 the Berry phase is π, the offset vanishes and both descriptions agree. As E approaches a positive D from above, the Berry phase tends to 0 and the predicted offset to 1/2, while the exact intercept for n ≥ 1 stays at zero.
